# Relaxation of a Gilbert-damped moment into alignment with a constant field

A moment m(t) that obeys the Gilbert equation in a constant field B, with positive gyromagnetic ratio and damping, keeps its length, and its projection m·B never decreases. If the moment has unit length and does not start antiparallel to B, then m·B tends to |B|, with an explicit exponential bound on the remaining misalignment.

## Physical setting

The moment is a real three-component vector m(t), and a prime denotes the time derivative. The Gilbert equation is

m' = -g m×B + a m×m'

Here g is the gyromagnetic ratio (not the dimensionless g-factor), in the sign convention that makes it positive when the moment is opposite to its angular momentum, as for an electron spin, and a is the damping constant. The first term makes m precess about B. The second is a phenomenological damping term, which contains the velocity itself. At a = 0 the equation has the form of the precession equation for the magnetic moment of a spin-½ in a constant field.

For a single classical moment in a constant field and without thermal noise, the results below give properties against which a spin-dynamics integrator can be checked: constant length and monotone m·B.

## Statement

Write u(t) = m(t)·B and b = |B|, the Euclidean length of B.

1. For all real g and a, m·m' = 0, so |m| is constant, and g u' = a |m'|².
2. If g > 0 and a ≥ 0, then u is nondecreasing on the whole time axis.
3. If |m(0)| = 1, then (1 + a²) u' = a g (b² - u²).
4. If |m(0)| = 1, g > 0 and a > 0, then for t ≥ 0

   b - u(t) ≤ (b - u(0)) exp(-c t), where c = a g (b + u(0)) / (1 + a²).

5. If in addition u(0) > -b, then u(t) → b as t → ∞.

## Derivation

**Length.** Take the dot product of the equation with m. Both cross products on the right are perpendicular to m, so m·m' = 0. Hence (m·m)' = 2 m·m' = 0.

**Power balance.** Since B is constant, u' = m'·B. Projecting the equation on B removes the precession term:

u' = a B·(m×m')

Projecting it on m' removes the damping term:

|m'|² = -g m'·(m×B) = g B·(m×m')

The last step permutes the triple product. Multiplying the first relation by g and inserting the second gives

g u' = a |m'|²

For g > 0 and a ≥ 0 this forces u' ≥ 0, so u is nondecreasing. The energy -m·B therefore never rises.

**Closed equation for u.** Let |m| = 1. The double cross products are

m×(m×B) = u m - B

m×(m×m') = (m·m') m - m' = -m'

Taking the cross product of m with the Gilbert equation then gives

m×m' = -g (u m - B) - a m'

Take the dot product with B and insert the result in u' = a B·(m×m'):

u' = a g (b² - u²) - a² u'

This is the closed equation of item 3. Inserting the same expression for m×m' in the Gilbert equation itself would give the Landau–Lifshitz form, (1 + a²) m' = -g (m×B + a m×(m×B)). The Lean file does not state that vector equation; it works from the Gilbert form throughout.

**Exponential bound.** Put k = a g / (1 + a²), so that u' = k (b - u)(b + u) and c = k (b + u(0)). By the Cauchy–Schwarz inequality, u ≤ b. The product rule gives

[(b - u) exp(c t)]' = exp(c t) (b - u) [c - k (b + u)] = -k exp(c t) (b - u)(u - u(0))

For t ≥ 0 monotonicity gives u ≥ u(0), so the right-hand side is at most zero. The function in brackets does not grow after time zero, and comparing its values at t and at 0 gives the bound in item 4.

**Limit.** If u(0) > -b, then c > 0 and the bound tends to zero. Since also u ≤ b, it follows that u → b.

**An explicit orbit.** With B = (0, 0, 1) and g = 1 + a², a solution is

m(t) = (cos t / cosh(at), sin t / cosh(at), tanh(at))

To check it, set p = 1/cosh(at) and q = tanh(at), so that p² + q² = 1, p' = -a p q and q' = a p². Then

m' = (-p sin t - a p q cos t, p cos t - a p q sin t, a p²)

m×B = (p sin t, -p cos t, 0)

m×m' = (a p sin t - p q cos t, -a p cos t - p q sin t, p²)

Forming -g m×B + a m×m' with g = 1 + a² reproduces m' in each component. For a > 0 the moment spirals from the negative to the positive z axis. Here item 4 reads 1 - tanh(at) ≤ exp(-at), whereas the left side eventually falls like 2 exp(-2at): the bound is valid but does not give the sharp late-time rate.

## What the formal version assumes

The field is `B : Fin 3 → ℝ` and the moment is `m : ℝ → Fin 3 → ℝ`, with Cartesian components numbered 0, 1, 2. The predicate `IsGilbertMotion g a B m` says that at every real time, past and future, `m` is differentiable and its derivative `deriv m t` satisfies the Gilbert equation. The symbol `⬝ᵥ` is the dot product, and `fieldStrength B` is √(B·B). This is defined separately because Mathlib's default norm on `Fin 3 → ℝ` is the largest absolute component, not the Euclidean length.

Unit length is assumed only at time zero, as `m 0 ⬝ᵥ m 0 = 1`; conservation carries it to all other times. `projection_monotone` does not need it at all. The hypothesis of `tendsto_alignment` that excludes the antiparallel start, `-fieldStrength B < m 0 ⬝ᵥ B`, also excludes B = 0.

A solution is taken as given: existence and uniqueness for general initial data are not proved. `switchingOrbit_witness` supplies the explicit orbit above, for every real `a`. Time-dependent fields, anisotropy, coupling between moments and thermal noise are not covered, and the damping term is assumed, not derived from a quantum model.

```lean
import Mathlib

open Matrix Filter Topology

namespace GilbertRelaxation

noncomputable section

/-- The moment `m` obeys the Gilbert equation `m' = -g m × B + a m × m'` at all times,
in a constant field `B`, with gyromagnetic ratio `g` and damping `a`. -/
def IsGilbertMotion (g a : ℝ) (B : Fin 3 → ℝ) (m : ℝ → Fin 3 → ℝ) : Prop :=
  ∀ t, DifferentiableAt ℝ m t ∧
    deriv m t = (-g) • (crossProduct (m t) B) + a • (crossProduct (m t) (deriv m t))

/-- The magnitude `|B|` of the field. -/
def fieldStrength (B : Fin 3 → ℝ) : ℝ := √(B ⬝ᵥ B)

/-- The Gilbert equation written in Cartesian components. -/
theorem gilbert_iff_components (g a : ℝ) (B m v : Fin 3 → ℝ) :
    v = (-g) • (crossProduct m B) + a • (crossProduct m v) ↔
      v 0 = -g * (m 1 * B 2 - m 2 * B 1) + a * (m 1 * v 2 - m 2 * v 1) ∧
      v 1 = -g * (m 2 * B 0 - m 0 * B 2) + a * (m 2 * v 0 - m 0 * v 2) ∧
      v 2 = -g * (m 0 * B 1 - m 1 * B 0) + a * (m 0 * v 1 - m 1 * v 0) := by
  constructor
  · intro h
    exact ⟨(congrFun h 0).trans (by simp [cross_apply]),
      (congrFun h 1).trans (by simp [cross_apply]),
      (congrFun h 2).trans (by simp [cross_apply])⟩
  · rintro ⟨h0, h1, h2⟩
    ext i
    fin_cases i
    · exact h0.trans (by simp [cross_apply])
    · exact h1.trans (by simp [cross_apply])
    · exact h2.trans (by simp [cross_apply])

variable {g a : ℝ} {B : Fin 3 → ℝ} {m : ℝ → Fin 3 → ℝ}

/-- The projection `m·B` on a constant field changes at the rate `m'·B`. -/
theorem hasDerivAt_projection (h : IsGilbertMotion g a B m) (t : ℝ) :
    HasDerivAt (fun s => m s ⬝ᵥ B) (deriv m t ⬝ᵥ B) t := by
  simp only [dotProduct]
  exact HasDerivAt.fun_sum
    (fun i _ => (hasDerivAt_pi.1 (h t).1.hasDerivAt i).mul_const (B i))

/-- The velocity of the moment is perpendicular to the moment. -/
theorem velocity_perp (h : IsGilbertMotion g a B m) (t : ℝ) :
    m t ⬝ᵥ deriv m t = 0 := by
  obtain ⟨h0, h1, h2⟩ := (gilbert_iff_components _ _ _ _ _).1 (h t).2
  simp only [dotProduct, Fin.sum_univ_three]
  linear_combination m t 0 * h0 + m t 1 * h1 + m t 2 * h2

/-- Gilbert dynamics conserves the length of the moment. -/
theorem length_conserved (h : IsGilbertMotion g a B m) (t : ℝ) :
    m t ⬝ᵥ m t = m 0 ⬝ᵥ m 0 := by
  have hd : ∀ s, HasDerivAt (fun r => m r ⬝ᵥ m r) 0 s := by
    intro s
    have hi := hasDerivAt_pi.1 (h s).1.hasDerivAt
    have hp := velocity_perp h s
    simp only [dotProduct] at hp ⊢
    refine (HasDerivAt.fun_sum (fun i _ => (hi i).fun_mul (hi i))).congr_deriv ?_
    simp only [Fin.sum_univ_three] at hp ⊢
    linear_combination 2 * hp
  exact is_const_of_deriv_eq_zero (fun s => (hd s).differentiableAt)
    (fun s => (hd s).deriv) t 0

/-- Power balance: `g` times the rate of change of `m·B` equals `a |m'|²`. -/
theorem power_balance (h : IsGilbertMotion g a B m) (t : ℝ) :
    g * (deriv m t ⬝ᵥ B) = a * (deriv m t ⬝ᵥ deriv m t) := by
  obtain ⟨h0, h1, h2⟩ := (gilbert_iff_components _ _ _ _ _).1 (h t).2
  simp only [dotProduct, Fin.sum_univ_three]
  -- project the equation of motion on the field and on the velocity
  linear_combination (g * B 0 - a * deriv m t 0) * h0 + (g * B 1 - a * deriv m t 1) * h1
    + (g * B 2 - a * deriv m t 2) * h2

/-- With positive gyromagnetic ratio and nonnegative damping, the projection `m·B`
never decreases in time. -/
theorem projection_monotone (h : IsGilbertMotion g a B m) (hg : 0 < g) (ha : 0 ≤ a) :
    Monotone (fun t => m t ⬝ᵥ B) := by
  refine monotone_of_deriv_nonneg
    (fun t => (hasDerivAt_projection h t).differentiableAt) (fun t => ?_)
  rw [(hasDerivAt_projection h t).deriv]
  have hv : 0 ≤ deriv m t ⬝ᵥ deriv m t :=
    Finset.sum_nonneg (fun i _ => mul_self_nonneg _)
  have hp : 0 ≤ g * (deriv m t ⬝ᵥ B) := by
    rw [power_balance h t]
    exact mul_nonneg ha hv
  exact (mul_nonneg_iff_of_pos_left hg).1 hp

/-- For a unit moment the projection `u = m·B` obeys the closed equation
`(1 + a²) u' = a g (|B|² - u²)`. -/
theorem projection_rate (h : IsGilbertMotion g a B m) (h1 : m 0 ⬝ᵥ m 0 = 1) (t : ℝ) :
    (1 + a ^ 2) * (deriv m t ⬝ᵥ B) = a * g * (B ⬝ᵥ B - (m t ⬝ᵥ B) ^ 2) := by
  have hu := (length_conserved h t).trans h1
  have hp := velocity_perp h t
  obtain ⟨e0, e1, e2⟩ := (gilbert_iff_components _ _ _ _ _).1 (h t).2
  simp only [dotProduct, Fin.sum_univ_three] at hu hp ⊢
  -- project the equation of motion on B + a B × m
  linear_combination (B 0 + a * (B 1 * m t 2 - B 2 * m t 1)) * e0
    + (B 1 + a * (B 2 * m t 0 - B 0 * m t 2)) * e1
    + (B 2 + a * (B 0 * m t 1 - B 1 * m t 0)) * e2
    + (a * g * (B 0 * B 0 + B 1 * B 1 + B 2 * B 2)
      - a ^ 2 * (deriv m t 0 * B 0 + deriv m t 1 * B 1 + deriv m t 2 * B 2)) * hu
    + a ^ 2 * (m t 0 * B 0 + m t 1 * B 1 + m t 2 * B 2) * hp

/-- The projection of a unit moment on the field is at most `|B|`. -/
theorem projection_le (h : IsGilbertMotion g a B m) (h1 : m 0 ⬝ᵥ m 0 = 1) (t : ℝ) :
    m t ⬝ᵥ B ≤ fieldStrength B := by
  have hu := (length_conserved h t).trans h1
  have hc := Finset.sum_mul_sq_le_sq_mul_sq Finset.univ (m t) B
  refine (le_abs_self _).trans (Real.abs_le_sqrt ?_)
  simp only [dotProduct, Fin.sum_univ_three] at hu hc ⊢
  have e : m t 0 ^ 2 + m t 1 ^ 2 + m t 2 ^ 2 = 1 := by linear_combination hu
  rw [e] at hc
  linarith

/-- For positive `g` and `a`, the misalignment `|B| - m·B` of a unit moment at a time `t ≥ 0`
is at most its initial value times `exp (-c t)`, where `c = a g (|B| + m(0)·B) / (1 + a²)`. -/
theorem misalignment_decay (h : IsGilbertMotion g a B m) (h1 : m 0 ⬝ᵥ m 0 = 1)
    (hg : 0 < g) (ha : 0 < a) {t : ℝ} (ht : 0 ≤ t) :
    fieldStrength B - m t ⬝ᵥ B ≤ (fieldStrength B - m 0 ⬝ᵥ B) *
      Real.exp (-(a * g / (1 + a ^ 2) * (fieldStrength B + m 0 ⬝ᵥ B) * t)) := by
  have hb : fieldStrength B ^ 2 = B ⬝ᵥ B :=
    Real.sq_sqrt (Finset.sum_nonneg (fun i _ => mul_self_nonneg _))
  have hle := projection_le h h1
  set b := fieldStrength B
  set k := a * g / (1 + a ^ 2) with hk
  have hk0 : 0 < k := by positivity
  set c := k * (b + m 0 ⬝ᵥ B) with hc
  have hrate : ∀ s, deriv m s ⬝ᵥ B = k * (b ^ 2 - (m s ⬝ᵥ B) ^ 2) := by
    intro s
    have hr := projection_rate h h1 s
    have hpos : (1 + a ^ 2 : ℝ) ≠ 0 := by positivity
    rw [hb, hk, div_mul_eq_mul_div, eq_div_iff hpos]
    linarith
  -- the misalignment times exp (c t) cannot grow after time zero
  have hd : ∀ s, HasDerivAt (fun r => (b - m r ⬝ᵥ B) * Real.exp (c * r))
      (-(Real.exp (c * s) * (b - m s ⬝ᵥ B) * k * (m s ⬝ᵥ B - m 0 ⬝ᵥ B))) s := by
    intro s
    have hl : HasDerivAt (fun r : ℝ => c * r) c s := by
      simpa using (hasDerivAt_id s).const_mul c
    refine (((hasDerivAt_projection h s).const_sub b).fun_mul hl.exp).congr_deriv ?_
    rw [hrate s, hc]
    ring
  have hanti : AntitoneOn (fun r => (b - m r ⬝ᵥ B) * Real.exp (c * r)) (Set.Ici 0) := by
    refine antitoneOn_of_deriv_nonpos (convex_Ici 0)
      (fun s _ => (hd s).continuousAt.continuousWithinAt)
      (fun s _ => (hd s).differentiableAt.differentiableWithinAt) (fun s hs => ?_)
    have hs0 : 0 ≤ s := interior_subset hs
    have hm : m 0 ⬝ᵥ B ≤ m s ⬝ᵥ B := projection_monotone h hg ha.le hs0
    rw [(hd s).deriv]
    exact neg_nonpos.2 (mul_nonneg (mul_nonneg (mul_nonneg (Real.exp_pos _).le
      (sub_nonneg.2 (hle s))) hk0.le) (sub_nonneg.2 hm))
  have hf : (b - m t ⬝ᵥ B) * Real.exp (c * t) ≤ (b - m 0 ⬝ᵥ B) * Real.exp (c * 0) :=
    hanti (Set.mem_Ici.2 le_rfl) (Set.mem_Ici.2 ht) ht
  rw [mul_zero, Real.exp_zero, mul_one] at hf
  rw [Real.exp_neg, ← div_eq_mul_inv]
  exact (le_div_iff₀ (Real.exp_pos _)).2 hf

/-- With positive gyromagnetic ratio and damping, a unit moment with `m(0)·B > -|B|`
relaxes into alignment:
`m·B` tends to `|B|` at late times. -/
theorem tendsto_alignment (h : IsGilbertMotion g a B m) (h1 : m 0 ⬝ᵥ m 0 = 1)
    (hg : 0 < g) (ha : 0 < a) (hs : -fieldStrength B < m 0 ⬝ᵥ B) :
    Tendsto (fun t => m t ⬝ᵥ B) atTop (𝓝 (fieldStrength B)) := by
  have hc : 0 < a * g / (1 + a ^ 2) * (fieldStrength B + m 0 ⬝ᵥ B) :=
    mul_pos (by positivity) (by linarith)
  have hl := ((Real.tendsto_exp_neg_atTop_nhds_zero.comp
    (tendsto_id.const_mul_atTop hc)).const_mul
      (fieldStrength B - m 0 ⬝ᵥ B)).const_sub (fieldStrength B)
  rw [mul_zero, sub_zero] at hl
  refine tendsto_of_tendsto_of_tendsto_of_le_of_le' hl tendsto_const_nhds ?_
    (Eventually.of_forall (projection_le h h1))
  filter_upwards [eventually_ge_atTop (0 : ℝ)] with t ht
  have hdec := misalignment_decay h h1 hg ha ht
  simp only [Function.comp_apply, id_eq]
  linarith

/-- The curve with Cartesian components `cos t / cosh (a t)`, `sin t / cosh (a t)` and
`sinh (a t) / cosh (a t)`. -/
def switchingOrbit (a t : ℝ) : Fin 3 → ℝ :=
  ![Real.cos t / Real.cosh (a * t), Real.sin t / Real.cosh (a * t),
    Real.sinh (a * t) / Real.cosh (a * t)]

/-- The switching orbit has unit length at time zero and solves the Gilbert equation with
`g = 1 + a²` and a unit field along `z`. -/
theorem switchingOrbit_witness (a : ℝ) :
    IsGilbertMotion (1 + a ^ 2) a ![0, 0, 1] (switchingOrbit a) ∧
      switchingOrbit a 0 ⬝ᵥ switchingOrbit a 0 = 1 := by
  refine ⟨fun t => ?_, by simp [switchingOrbit, dotProduct, Fin.sum_univ_three]⟩
  have hl : HasDerivAt (fun r : ℝ => a * r) a t := by
    simpa using (hasDerivAt_id t).const_mul a
  have hC : Real.cosh (a * t) ≠ 0 := (Real.cosh_pos _).ne'
  have hcs := Real.cosh_sq (a * t)
  have htr := Real.sin_sq_add_cos_sq t
  have h0 := (Real.hasDerivAt_cos t).fun_div hl.cosh hC
  have h1 := (Real.hasDerivAt_sin t).fun_div hl.cosh hC
  have h2 := hl.sinh.fun_div hl.cosh hC
  set C := Real.cosh (a * t)
  set S := Real.sinh (a * t)
  have hpq : (1 / C) ^ 2 + (S / C) ^ 2 = 1 := by
    rw [div_pow, div_pow, ← add_div, div_eq_one_iff_eq (pow_ne_zero 2 hC)]
    linarith
  have hd : HasDerivAt (switchingOrbit a)
      ![-(Real.sin t / C) - a * (Real.cos t / C) * (S / C),
        Real.cos t / C - a * (Real.sin t / C) * (S / C), a * (1 / C) ^ 2] t := by
    refine hasDerivAt_pi.2 (fun i => ?_)
    fin_cases i
    · exact h0.congr_deriv (by
        change _ = -(Real.sin t / C) - a * (Real.cos t / C) * (S / C)
        field_simp)
    · exact h1.congr_deriv (by
        change _ = Real.cos t / C - a * (Real.sin t / C) * (S / C)
        field_simp)
    · exact h2.congr_deriv (by
        change _ = a * (1 / C) ^ 2
        rw [show C * a * C - S * (S * a) = a by linear_combination a * hcs]
        field_simp)
  refine ⟨hd.differentiableAt, ?_⟩
  rw [hd.deriv, gilbert_iff_components]
  simp only [switchingOrbit, Matrix.cons_val]
  refine ⟨?_, ?_, ?_⟩
  · linear_combination (-(a ^ 2 * (Real.sin t / C))) * hpq
  · linear_combination (a ^ 2 * (Real.cos t / C)) * hpq
  · linear_combination (-(a * (1 / C) ^ 2)) * htr

end

end GilbertRelaxation
```

```lean
#print axioms GilbertRelaxation.tendsto_alignment
```

```
'GilbertRelaxation.tendsto_alignment' depends on axioms: [propext, Classical.choice, Quot.sound]
```

## Notes on the proof

`gilbert_iff_components` turns the vector equation into three scalar ones, on which the later algebra rests. `hasDerivAt_projection` supplies u' = m'·B.

**Projection by `linear_combination`.** This is the technique most worth reusing. To take the dot product of a vector equation with a vector w, multiply its component equations by the components of w and add them. `linear_combination` accepts exactly these coefficients and leaves a polynomial identity for `ring` to check, so no triple-product lemma has to be found or rewritten. The choices of w are:

- `velocity_perp` uses w = m.
- `power_balance` uses w = g B - a m', which combines the two projections made by hand.
- `projection_rate` uses w = B + a B×m. The further multiples of `hu` and `hp` insert |m|² = 1 and m·m' = 0.

**From derivatives to global statements.** `length_conserved` shows that m·m has zero derivative and applies `is_const_of_deriv_eq_zero`. `projection_monotone` reads the sign of u' from the power balance and applies `monotone_of_deriv_nonneg`. `projection_le` is the Cauchy–Schwarz step.

**The decay estimate.** In `misalignment_decay`, the names `b`, `k` and `c` have the same meaning as in the derivation. `hrate` is the closed equation solved for u', `hd` is the derivative of (b - u) exp(c t), and `hanti` shows that this function is antitone on `Set.Ici 0`, the times t ≥ 0. Evaluating at 0 and t and dividing by the exponential gives the bound.

**The limit and the orbit.** `tendsto_alignment` squeezes u between the lower bound from `misalignment_decay`, which holds from time zero on, and the constant b. In `switchingOrbit_witness`, `hd` is the derivative of the orbit, and the three final `linear_combination` calls check its components using p² + q² = 1 (`hpq`) and sin² t + cos² t = 1 (`htr`).
